# Mechanical energy changes at the rate ⟨F, v⟩ when m a = −∇V + F

The theorem `energy_rate_of_force` concerns a classical point particle with position `x` and velocity `v`, both curves in a complete real inner product space `E`, with a real mass parameter `m` and a time-independent potential `V`. It assumes, at one instant `t`, that `V` is differentiable at `x t`, that `x` has derivative `v t`, that `v` has derivative `a`, and that Newton's equation m a = −∇V(x(t)) + F holds for a vector `F`. The conclusion is that the energy m‖v‖²/2 + V(x) has time derivative ⟨F, v(t)⟩ at `t`, the power delivered by the extra force. The attempt differentiates the kinetic term (`hK`) and the potential term (`hP`, by the chain rule), and takes the inner product of Newton's equation with the velocity (`e2`). It then adds the two derivatives and tries to match their sum to ⟨F, v(t)⟩ by a symmetry rewrite and `linarith`.

As first written in Lean, the proof fails:

```lean
import Mathlib

open Filter Topology
open scoped InnerProductSpace

namespace MovingConstraint

noncomputable section

variable {E : Type*} [NormedAddCommGroup E] [InnerProductSpace ℝ E] [CompleteSpace E]

/-- Mechanical energy `m ‖v‖² / 2 + V(x)` along a trajectory with position `x` and velocity `v`. -/
def energy (m : ℝ) (V : E → ℝ) (x v : ℝ → E) (t : ℝ) : ℝ := m * ‖v t‖ ^ 2 / 2 + V (x t)

/-- If `m a = -∇V + F`, the energy changes at the rate `⟨F, v⟩`. -/
theorem energy_rate_of_force {m : ℝ} {V : E → ℝ} {x v : ℝ → E} {a F : E} {t : ℝ}
    (hV : DifferentiableAt ℝ V (x t)) (hx : HasDerivAt x (v t) t) (hv : HasDerivAt v a t)
    (hN : m • a = -gradient V (x t) + F) :
    HasDerivAt (energy m V x v) ⟪F, v t⟫_ℝ t := by
  have hK : HasDerivAt (fun s => m * ‖v s‖ ^ 2 / 2) (m * (2 * ⟪v t, a⟫_ℝ) / 2) t :=
    (hv.norm_sq.const_mul m).div_const 2
  have hP : HasDerivAt (fun s => V (x s)) (fderiv ℝ V (x t) (v t)) t :=
    HasFDerivAt.comp_hasDerivAt (f := x) t hV.hasFDerivAt hx
  have e1 : ⟪gradient V (x t), v t⟫_ℝ = fderiv ℝ V (x t) (v t) := by
    unfold gradient
    rw [InnerProductSpace.toDual_symm_apply]
  -- project Newton's equation on the velocity
  have e2 : ⟪m • a, v t⟫_ℝ = ⟪-gradient V (x t) + F, v t⟫_ℝ := by rw [hN]
  rw [real_inner_smul_left, inner_add_left, inner_neg_left, e1] at e2
  have e3 := real_inner_comm (v t) a
  refine (hK.fun_add hP).congr_deriv ?_
  rw [e3]
  linarith

end

end MovingConstraint
```

Messages:

```
Main.lean:32:6: error: Tactic `rewrite` failed: Did not find an occurrence of the pattern
  ⟪a, v t⟫_ℝ
in the target expression
  m * (2 * ⟪v t, a⟫_ℝ) / 2 + (fderiv ℝ V (x t)) (v t) = ⟪F, v t⟫_ℝ

E : Type u_1
inst✝² : NormedAddCommGroup E
inst✝¹ : InnerProductSpace ℝ E
inst✝ : CompleteSpace E
m : ℝ
V : E → ℝ
x v : ℝ → E
a F : E
t : ℝ
hV : DifferentiableAt ℝ V (x t)
hx : HasDerivAt x (v t) t
hv : HasDerivAt v a t
hN : m • a = -gradient V (x t) + F
hK : HasDerivAt (fun s => m * ‖v s‖ ^ 2 / 2) (m * (2 * ⟪v t, a⟫_ℝ) / 2) t
hP : HasDerivAt (fun s => V (x s)) ((fderiv ℝ V (x t)) (v t)) t
e1 : ⟪gradient V (x t), v t⟫_ℝ = (fderiv ℝ V (x t)) (v t)
e2 : m * ⟪a, v t⟫_ℝ = -(fderiv ℝ V (x t)) (v t) + ⟪F, v t⟫_ℝ
e3 : ⟪a, v t⟫_ℝ = ⟪v t, a⟫_ℝ
⊢ m * (2 * ⟪v t, a⟫_ℝ) / 2 + (fderiv ℝ V (x t)) (v t) = ⟪F, v t⟫_ℝ
```

The mended proof, as a diff:

```diff
@@ -30,5 +30,5 @@
   have e3 := real_inner_comm (v t) a
   refine (hK.fun_add hP).congr_deriv ?_
-  rw [e3]
+  rw [← e3]
   linarith
 
```

Diagnosis. The message says that `rw [e3]` found no instance of its pattern in the goal. `real_inner_comm (v t) a` gives `e3 : ⟪a, v t⟫_ℝ = ⟪v t, a⟫_ℝ`, as the context shows. A rewrite goes left to right, so it searches for `⟪a, v t⟫_ℝ`. The goal left by `congr_deriv` contains only `⟪v t, a⟫_ℝ`, carried over from the derivative in `hK`. The two inner products are equal, but they are different terms with the arguments swapped, so the match fails.

The repair `rw [← e3]` uses the equation from right to left. It finds `⟪v t, a⟫_ℝ` and replaces it with `⟪a, v t⟫_ℝ`, the order that appears in `e2`. The goal then reads `m * (2 * ⟪a, v t⟫_ℝ) / 2 + fderiv ℝ V (x t) (v t) = ⟪F, v t⟫_ℝ`. After normalisation its first term is `m * ⟪a, v t⟫_ℝ`, the left side of `e2`, so `linarith` closes the goal as a linear consequence of `e2`.
